# The image charge of a grounded plane: sign, reciprocity and normal derivative of the potential

Take a line with coordinate x, let the point x = 0 stand for the conducting wall, and put a unit charge at x = d > 0. Its mirror point is −d. With a charge −1 placed there, and the 1/distance law kept on the line, the potential is

φ(x) = 1/|x − d| − 1/|x + d|.

At x = 0 both distances equal d and φ = 0. For general x the squared distances differ by

(x + d)² − (x − d)² = 4xd,

so for x > 0 the image is farther away than the source, and φ(x) > 0 wherever x ≠ d. Between the two charges φ(x) = 2x/(d² − x²), whose slope at the wall is 2/d². The general case rests on the same difference of squares.

## The claim and its derivation

Let E be a real inner-product space with inner product ⟨·,·⟩ and norm ‖·‖, let n be a unit vector, and let the wall be the plane ⟨r,n⟩ = 0. For a source point s and a field point r write d = ⟨s,n⟩ and h = ⟨r,n⟩ for their signed heights above the plane. The mirror point and the potential are

s' = s − 2d n,

φ_s(r) = 1/‖r − s‖ − 1/‖r − s'‖.

The claim is that for d > 0 every point with h = 0 differs from s and s' and has φ_s(r) = 0, and every point with h > 0 and r ≠ s differs from s' and has 0 < φ_s(r) < 1/‖r − s‖.

Since ⟨n,n⟩ = 1, the height of the image is

⟨s',n⟩ = d − 2d = −d.

A point of height 0 is therefore neither s nor s', and a point of positive height is not s'. Next, r − s' = (r − s) + 2d n and ⟨r − s, n⟩ = h − d, so

‖r − s'‖² = ‖r − s‖² + 4d(h − d) + 4d² = ‖r − s‖² + 4hd.

Put A = ‖r − s‖ and B = ‖r − s'‖. If d ≠ 0, then A = B exactly when h = 0, and on the plane φ_s = 1/A − 1/A = 0. If d > 0 and A, B > 0, then

φ_s(r) > 0 ⇔ 1/B < 1/A ⇔ A < B ⇔ A² < B² ⇔ hd > 0 ⇔ h > 0.

The upper bound follows because 1/B > 0 is subtracted from 1/A.

The right side of the distance identity is unchanged when r and s are exchanged. Hence ‖r − s'‖ = ‖s − r'‖, where r' = r − 2h n is the mirror point of r, and φ_s(r) = φ_r(s).

For the normal derivative take a vector v ≠ 0 and a real parameter t, and set

g(t) = ‖v + t n‖² = ‖v‖² + 2⟨v,n⟩t + ‖n‖²t².

Then g'(0) = 2⟨v,n⟩, the square root √g has slope ⟨v,n⟩/‖v‖ at t = 0, and its reciprocal has slope −⟨v,n⟩/‖v‖³. For r on the plane, v = r − s has ⟨v,n⟩ = −d, v = r − s' has ⟨v,n⟩ = +d, and both have length A. Therefore

d/dt φ_s(r + t n) at t = 0 equals d/A³ − (−d/A³) = 2d/A³.

On the line A = d, which returns 2/d². An easy mistake is to expect the two derivatives to cancel on the plane because the two potentials do. The image has the opposite charge and also lies on the opposite side, and the two signs make the normal contributions add.

## The formal development

The space `E` is any real inner-product space, with no assumption on its dimension. The existence of a unit vector makes the line the smallest case. The notation `⟪s, n⟫_ℝ` is ⟨s,n⟩.

```lean
import Mathlib

open scoped InnerProductSpace

namespace PlaneImageCharge

noncomputable section

variable {E : Type*} [NormedAddCommGroup E] [InnerProductSpace ℝ E]
```

The mirror point is defined for every `n`. It is a reflection when ‖n‖ = 1, and that condition enters the theorems as the hypothesis `hn`.

```lean
/-- The point `s' = s - 2⟨s,n⟩ n`; for `‖n‖ = 1` it is the mirror point of `s` in the plane `⟨r,n⟩ = 0`. -/
def mirror (n s : E) : E := s - (2 * ⟪s, n⟫_ℝ) • n
```

The potential has the source charge set to +1 and no prefactor, as in Gaussian units; a charge q in SI units multiplies it by q/(4πε₀), with ε₀ the vacuum permittivity. The plane passes through the origin. The arguments come in the order normal, source, field point, so `imagePotential n s r` is φ_s(r).

```lean
/-- Potential at `r` of a unit charge at `s` together with a charge `-1` at the mirror point:
`1/‖r - s‖ - 1/‖r - s'‖`. -/
def imagePotential (n s r : E) : ℝ := 1 / ‖r - s‖ - 1 / ‖r - mirror n s‖
```

The lemma `inner_mirror` is ⟨s',n⟩ = −d. The rewrites expand the inner product linearly and replace ⟨n,n⟩ by ‖n‖² = 1.

```lean
/-- The height of the mirror point above the plane is minus the height of the source. -/
theorem inner_mirror {n : E} (hn : ‖n‖ = 1) (s : E) :
    ⟪mirror n s, n⟫_ℝ = -⟪s, n⟫_ℝ := by
  unfold mirror
  rw [inner_sub_left, real_inner_smul_left, real_inner_self_eq_norm_sq, hn]
  ring
```

In `dist_sq_mirror` the auxiliary equation `h` is the decomposition r − s' = (r − s) + 2d n. The lemma `norm_add_sq_real` expands the square of the sum, and `ring` cancels −4d² against +4d². No sign condition on either height is needed.

```lean
/-- The squared distance to the image exceeds the squared distance to the source by
`4⟨r,n⟩⟨s,n⟩`. -/
theorem dist_sq_mirror {n : E} (hn : ‖n‖ = 1) (s r : E) :
    ‖r - mirror n s‖ ^ 2 = ‖r - s‖ ^ 2 + 4 * (⟪r, n⟫_ℝ * ⟪s, n⟫_ℝ) := by
  have h : r - mirror n s = (r - s) + (2 * ⟪s, n⟫_ℝ) • n := by
    unfold mirror
    abel
  rw [h, norm_add_sq_real, real_inner_smul_right, inner_sub_left, norm_smul, hn, mul_one,
    Real.norm_eq_abs, sq_abs]
  ring
```

The equivalence `equidistant_iff` needs only d ≠ 0. From A = B the identity gives hd = 0, and `resolve_right hs` discards the alternative d = 0. Conversely h = 0 makes the squares equal, and `sq_eq_sq₀` passes from squares to non-negative lengths.

```lean
/-- For a source off the plane, a point is equally far from source and image exactly when it
lies on the plane. -/
theorem equidistant_iff {n s : E} (hn : ‖n‖ = 1) (hs : ⟪s, n⟫_ℝ ≠ 0) (r : E) :
    ‖r - mirror n s‖ = ‖r - s‖ ↔ ⟪r, n⟫_ℝ = 0 := by
  have hd := dist_sq_mirror hn s r
  constructor
  · intro h
    rw [h] at hd
    have h0 : ⟪r, n⟫_ℝ * ⟪s, n⟫_ℝ = 0 := by linarith
    exact (mul_eq_zero.mp h0).resolve_right hs
  · intro h
    apply (sq_eq_sq₀ (norm_nonneg _) (norm_nonneg _)).mp
    rw [hd, h]
    ring
```

The lemma `imagePotential_pos_iff` is the chain of equivalences, for r different from both charges. The facts `hA` and `hB` are A > 0 and B > 0, and `one_div_lt_one_div` turns 1/B < 1/A into A < B. In the forward direction A < B is squared; if h ≤ 0 then (−h)d ≥ 0, which `nlinarith` sets against A² < B² = A² + 4hd. In the backward direction hd > 0 gives A² < B², and `lt_of_pow_lt_pow_left₀` removes the squares.

```lean
/-- For a source with `⟨s,n⟩ > 0` and a point away from source and image, the potential is
positive exactly when `⟨r,n⟩ > 0`. -/
theorem imagePotential_pos_iff {n s r : E} (hn : ‖n‖ = 1) (hs : 0 < ⟪s, n⟫_ℝ)
    (h1 : r ≠ s) (h2 : r ≠ mirror n s) :
    0 < imagePotential n s r ↔ 0 < ⟪r, n⟫_ℝ := by
  have hA : 0 < ‖r - s‖ := norm_pos_iff.mpr (sub_ne_zero.mpr h1)
  have hB : 0 < ‖r - mirror n s‖ := norm_pos_iff.mpr (sub_ne_zero.mpr h2)
  have hd := dist_sq_mirror hn s r
  unfold imagePotential
  -- positivity means that the source is nearer than the image
  rw [sub_pos, one_div_lt_one_div hB hA]
  constructor
  · intro h
    have hsq : ‖r - s‖ ^ 2 < ‖r - mirror n s‖ ^ 2 := pow_lt_pow_left₀ h hA.le two_ne_zero
    by_contra hx
    nlinarith [mul_nonneg (sub_nonneg.2 (not_lt.1 hx)) hs.le]
  · intro hr
    have hp := mul_pos hr hs
    exact lt_of_pow_lt_pow_left₀ 2 hB.le (by linarith)
```

The theorem `image_charge_plane` reads as the claim above: for unit n, d > 0 and any r, it is a conjunction of one implication for h = 0 and one for h > 0 with r ≠ s. The inequalities `r ≠ s` and `r ≠ mirror n s` in the conclusions record that the denominators are non-zero, so the convention 1/0 = 0 plays no part. Each is proved by substituting the supposed equality into the height of r and comparing with d > 0 or −d < 0. The remaining parts call the two preceding lemmas, and `hB'` supplies 1/B > 0 for the upper bound.

```lean
/-- Boundary value and bounds of `imagePotential`, for a unit normal `n` and a source with `⟨s,n⟩ > 0`: points of the plane avoid both
charges and have zero potential; points `r ≠ s` with `⟨r,n⟩ > 0` avoid the image and have
potential strictly between `0` and the bare value `1/‖r - s‖`. -/
theorem image_charge_plane {n s : E} (hn : ‖n‖ = 1) (hs : 0 < ⟪s, n⟫_ℝ) (r : E) :
    (⟪r, n⟫_ℝ = 0 → r ≠ s ∧ r ≠ mirror n s ∧ imagePotential n s r = 0) ∧
    (0 < ⟪r, n⟫_ℝ → r ≠ s →
      r ≠ mirror n s ∧ 0 < imagePotential n s r ∧ imagePotential n s r < 1 / ‖r - s‖) := by
  have hm := inner_mirror hn s
  constructor
  · intro hr
    refine ⟨?_, ?_, ?_⟩
    · intro h
      rw [h] at hr
      linarith
    · intro h
      rw [h] at hr
      linarith
    · unfold imagePotential
      rw [(equidistant_iff hn hs.ne' r).mpr hr, sub_self]
  · intro hr h1
    -- the image lies on the other side of the plane
    have h2 : r ≠ mirror n s := by
      intro h
      rw [h] at hr
      linarith
    refine ⟨h2, (imagePotential_pos_iff hn hs h1 h2).mpr hr, ?_⟩
    have hB : 0 < ‖r - mirror n s‖ := norm_pos_iff.mpr (sub_ne_zero.mpr h2)
    have hB' : 0 < 1 / ‖r - mirror n s‖ := one_div_pos.mpr hB
    unfold imagePotential
    linarith
```

What is established is the boundary value and the sign of a given formula. That this formula is the potential in front of a grounded conductor also requires Poisson's equation in the half-space, decay at infinity and uniqueness for the boundary-value problem, none of which is stated, and 1/‖r − s‖ solves Laplace's equation away from s only in three dimensions. The formula at h < 0 is not the physical potential behind the wall, which is zero.

Reciprocity holds for all s and r, on either side of the plane. The proof compares squares, applies `dist_sq_mirror` twice, and uses `norm_sub_rev` for ‖r − s‖ = ‖s − r‖.

```lean
/-- Reciprocity: the distance from `r` to the image of `s` equals the distance from `s` to the
image of `r`, and the potential is unchanged when source and field point are exchanged. -/
theorem imagePotential_symm {n : E} (hn : ‖n‖ = 1) (s r : E) :
    ‖r - mirror n s‖ = ‖s - mirror n r‖ ∧ imagePotential n s r = imagePotential n r s := by
  have h : ‖r - mirror n s‖ = ‖s - mirror n r‖ := by
    apply (sq_eq_sq₀ (norm_nonneg _) (norm_nonneg _)).mp
    rw [dist_sq_mirror hn, dist_sq_mirror hn, norm_sub_rev r s]
    ring
  refine ⟨h, ?_⟩
  unfold imagePotential
  rw [h, norm_sub_rev r s]
```

In `hasDerivAt_coulomb` the direction `n` is arbitrary and need not have unit length. The statement `HasDerivAt f c 0` says that f is differentiable at 0 with derivative c. The step `hf` writes g as a quadratic polynomial, `hp` is g'(0) = 2⟨v,n⟩, `hp.sqrt` is the chain rule for the square root, valid because g(0) ≠ 0, and `fun_div` is the quotient rule for 1/√g.

```lean
/-- The derivative of the Coulomb potential `1/‖v‖` at `v ≠ 0` in the direction `n` is
`-⟨v,n⟩/‖v‖³`. -/
theorem hasDerivAt_coulomb {v : E} (hv : v ≠ 0) (n : E) :
    HasDerivAt (fun t : ℝ => 1 / ‖v + t • n‖) (-⟪v, n⟫_ℝ / ‖v‖ ^ 3) 0 := by
  have hv' : ‖v‖ ≠ 0 := norm_ne_zero_iff.mpr hv
  -- the squared distance is a quadratic polynomial in `t`
  have hf : (fun t : ℝ => ‖v + t • n‖ ^ 2)
      = fun t : ℝ => ‖v‖ ^ 2 + 2 * ⟪v, n⟫_ℝ * t + ‖n‖ ^ 2 * t ^ 2 := by
    funext t
    rw [norm_add_sq_real, real_inner_smul_right, norm_smul, mul_pow, Real.norm_eq_abs, sq_abs]
    ring
  have hp : HasDerivAt (fun t : ℝ => ‖v + t • n‖ ^ 2) (2 * ⟪v, n⟫_ℝ) 0 := by
    rw [hf]
    exact ((((hasDerivAt_id' (0 : ℝ)).const_mul (2 * ⟪v, n⟫_ℝ)).const_add (‖v‖ ^ 2)).fun_add
      ((hasDerivAt_pow 2 (0 : ℝ)).const_mul (‖n‖ ^ 2))).congr_deriv (by simp)
  have hsq : ∀ w : E, Real.sqrt (‖w‖ ^ 2) = ‖w‖ := fun w => Real.sqrt_sq (norm_nonneg w)
  -- take the square root, then the reciprocal
  have hnorm := hp.sqrt (by simpa using hv)
  simp only [hsq, zero_smul, add_zero] at hnorm
  have hq := (hasDerivAt_const (0 : ℝ) (1 : ℝ)).fun_div hnorm (by simpa using hv)
  refine hq.congr_deriv ?_
  simp only [zero_smul, add_zero, zero_mul, one_mul, zero_sub]
  field_simp
```

The theorem `normal_derivative` takes r on the plane and d ≠ 0 of either sign. The facts `h1` and `h2` show that r − s and r − s' are non-zero, `hf` regroups r + t n − s as (r − s) + t n and likewise for s', and the previous lemma is applied to each term. The last rewrite inserts B = A, h = 0 and ⟨s',n⟩ = −d. The derivative is two-sided because the formula continues smoothly through the plane; at a conductor only the side containing the source is physical.

```lean
/-- At a point of the plane, for a source off the plane, the derivative of the potential along
the normal is `2⟨s,n⟩/‖r - s‖³`. -/
theorem normal_derivative {n s r : E} (hn : ‖n‖ = 1) (hs : ⟪s, n⟫_ℝ ≠ 0)
    (hr : ⟪r, n⟫_ℝ = 0) :
    HasDerivAt (fun t : ℝ => imagePotential n s (r + t • n))
      (2 * ⟪s, n⟫_ℝ / ‖r - s‖ ^ 3) 0 := by
  have heq := (equidistant_iff hn hs r).mpr hr
  have h1 : r - s ≠ 0 := by
    intro h
    rw [sub_eq_zero.mp h] at hr
    exact hs hr
  have h2 : r - mirror n s ≠ 0 := by
    rw [← norm_ne_zero_iff, heq]
    exact norm_ne_zero_iff.mpr h1
  have hf : (fun t : ℝ => imagePotential n s (r + t • n))
      = fun t : ℝ => 1 / ‖(r - s) + t • n‖ - 1 / ‖(r - mirror n s) + t • n‖ := by
    funext t
    unfold imagePotential
    rw [add_sub_right_comm r (t • n) s, add_sub_right_comm r (t • n) (mirror n s)]
  rw [hf]
  -- source and image contribute equally
  refine ((hasDerivAt_coulomb h1 n).fun_sub (hasDerivAt_coulomb h2 n)).congr_deriv ?_
  rw [heq, inner_sub_left, inner_sub_left, inner_mirror hn, hr]
  ring

end

end PlaneImageCharge
```

```lean
#print axioms PlaneImageCharge.image_charge_plane
#print axioms PlaneImageCharge.imagePotential_symm
#print axioms PlaneImageCharge.normal_derivative
```

```
'PlaneImageCharge.image_charge_plane' depends on axioms: [propext, Classical.choice, Quot.sound]
'PlaneImageCharge.imagePotential_symm' depends on axioms: [propext, Classical.choice, Quot.sound]
'PlaneImageCharge.normal_derivative' depends on axioms: [propext, Classical.choice, Quot.sound]
```

## Hypotheses, modelling and use

The line supplies a counter-example for each hypothesis of the main theorem. With n = 2 and s = 1 the definition gives s' = 1 − 2·2·2 = −7, and the value at the wall is 1 − 1/7 = 6/7 instead of 0. With n = 1 and s = 0 the image coincides with the source, and the potential vanishes at every r > 0 instead of being positive. With n = 1, s = −1 and r = 2 it is 1/3 − 1 < 0. At r = s Lean's convention 1/0 = 0 removes the source term and leaves −1/(2d) < 0, so positivity stated without `r ≠ s` would be false.

The mirror point could have been defined as s − 2⟨s,n⟩n/‖n‖², which weakens `hn` to n ≠ 0 and puts a factor 1/‖n‖² on the last term of the distance identity. Fixing three-dimensional Euclidean space with n along the third axis would make the coordinates explicit and give a natural setting for Laplace's equation, at the price of losing the other dimensions.

The result bears on classical simulations of ions at a metal electrode, within the model of point charges in front of one flat, infinite, perfectly conducting and grounded wall. With the wall at z = 0, the image of a charge at (x, y, z) sits at (x, y, −z). For particles i and j with heights z_i and z_j, a pair loop obtains the squared image distance from the direct one by adding 4 z_i z_j, and reciprocity lets it visit each unordered pair once. The attraction of a charge q at height z to its own image is added as a separate term. In Gaussian units its energy is −q²/(4z), half of q times the image's potential −q/(2z) at the charge, because the image moves with the charge. In three dimensions and Gaussian units, Gauss's law at a conductor surface turns the normal derivative for d > 0 into the induced charge density σ = −d/(2πA³) per unit source charge; that conversion is physical input and is not among the theorems above.
